# Measured from the bottom of the free band, a particle on an infinite chain with unit hopping has energy at least $-(\sum_j|V_j|)^2/4$ in any normalised real state, for a summable potential $V$

## Does the continuum bound survive when the product rule fails?

Put a particle on one site of an infinite chain: $u_0=1$ and all other amplitudes zero. Going from left to right, $u_j^2$ climbs from 0 to 1 in one step and falls back in the next. Each step costs 1 in the kinetic energy $\sum_j(u_{j+1}-u_j)^2$, so the total is 2. If that site has potential $-S$ with $S>0$, the energy is $2-S$.

In the continuum I would bound the peak of $u^2$ by integrating $(u^2)'=2uu'$ from both sides. For a normalised state this gives $u(x)^2\le\|u'\|$, and then an energy of at least $-\frac14\left(\int|V|\,dx\right)^2$ for the Hamiltonian $-d^2/dx^2+V$. On the chain there is no such product rule, because $u_{j+1}^2-u_j^2$ contains the amplitudes at both ends of the bond. Does the constant $1/4$ survive? And my one-site state has an energy linear in $S$, so is a quadratic bound even the right shape for a deep well?

## The constant survives, and deep wells obey a linear law

The constant $1/4$ survives for every square-summable real state and every summable real potential. The quadratic shape is right only for weak wells. A stronger bound, $2-\sqrt{4+S^2}$ for a normalised state, holds with $S$ now the total strength of the attractive part of the potential. It behaves like $-S^2/4$ for small $S$ and like $2-S$ for large $S$, in agreement with your one-site state.

### From one bond to the peak density

Write
$$N=\sum_j u_j^2,\qquad T=\sum_j(u_{j+1}-u_j)^2,\qquad d_j=u_{j+1}-u_j,\qquad s_j=u_{j+1}+u_j .$$
The lattice replacement for the product rule is $u_{j+1}^2-u_j^2=d_js_j$. Fix a site $k$. Since $u_j^2\to0$ in both directions, telescoping from the left and from the right gives
$$\sum_{j\le k-1}d_js_j=u_k^2,\qquad -\sum_{j\ge k}d_js_j=u_k^2 .$$
With $\sigma_j=1$ for $j+1\le k$ and $\sigma_j=-1$ otherwise, the two add up to $\sum_j\sigma_jd_js_j=2u_k^2$.

The sums $s_j$ are controlled by an identity: $d_j^2+s_j^2=2u_{j+1}^2+2u_j^2$, so $\sum_js_j^2=4N-T$. For any real weights $a,b$, the square $(a d_j-\sigma_j b s_j)^2\ge0$ reads $2ab\,\sigma_jd_js_j\le a^2d_j^2+b^2s_j^2$. Summing over $j$,
$$4ab\,u_k^2\le a^2T+b^2(4N-T).\tag{1}$$

Set $b=1$. Then $a^2T-4a\,u_k^2+(4N-T)\ge0$ for every real $a$, so the discriminant of this quadratic is not positive: $16u_k^4\le4T(4N-T)$. Therefore
$$u_k^4\le NT-\tfrac14T^2\le NT,\qquad\text{so}\qquad u_k^2\le\sqrt N\sqrt T .$$
For $N=1$ the density at any site is at most the $\ell^2$ norm of the differences. Your one-site state has $N=1$ and $T=2$, which makes $NT-T^2/4=1=u_0^4$: the first inequality is an equality there.

### From the peak density to the energy

Let $R=\sqrt{4+S^2}$ and choose $a=R+2$, $b=S$ in (1). Because $S^2=(R-2)(R+2)$, dividing by $R+2$ gives
$$4S\,u_k^2\le(R+2)T+(R-2)(4N-T)=4T+4(R-2)N,$$
and hence
$$S\,u_k^2\le T+(R-2)N=:C.\tag{2}$$
This already bounds the energy in a well confined to one site. For a general potential, let $w_j=\max(-V_j,0)$ be its attractive part and $S=\sum_jw_j$. If $S>0$, then (2) gives $u_j^2\le C/S$ at every site, so
$$\sum_jV_ju_j^2\ge-\sum_jw_ju_j^2\ge-\frac CS\sum_jw_j=-C .$$
If $S=0$, the potential energy is nonnegative, while (2) says $C\ge0$, so the same bound holds. Adding $T$,
$$T+\sum_jV_ju_j^2\ge T-C=\left(2-\sqrt{4+S^2}\right)N .$$

Finally let $A=\sum_j|V_j|$. Then $S\le A$ and
$$\left(2+\tfrac14A^2\right)^2=4+A^2+\tfrac1{16}A^4\ge4+S^2,$$
so $2-\sqrt{4+S^2}\ge-A^2/4$. This is the lattice form of your continuum bound.

The stronger bound is also the exact ground-state energy of a single-site well of depth $S>0$, with $u_j\propto q^{|j|}$ and $q=(\sqrt{4+S^2}-S)/2$; that comes from substituting into the eigenvalue equation, and no theorem in the code states it.

### What the Lean statements say about the chain

A state is a function `u : ℤ → ℝ`, and a potential is a function `V : ℤ → ℝ`. The quantities $N$, $T$ and $S$ are `totalDensity u`, `kinetic u` and `wellStrength V`. The name `totalDensity` stands for the squared norm, that is, the density summed over all sites. `energy V u` is $T+\sum_jV_ju_j^2$ without division by $N$, so for a nonzero state the usual expectation value is `energy V u` divided by `totalDensity u`.

The hypothesis `hu` says that $\sum_ju_j^2$ converges, which for a nonzero state is normalisability. The hypothesis `hV` says that $V$ is summable, which for real numbers means $\sum_j|V_j|<\infty$: the potential has finite total strength. Finitely supported states and potentials satisfy both.

There are three main results, each for every square-summable `u`:

- `density_le_norm_mul_gradient`: at every site $k$, $u_k^2\le\sqrt N\sqrt T$.
- `energy_lower_bound`: for summable $V$, the energy is at least $(2-\sqrt{4+S^2})N$.
- `energy_ge_neg_sq_div_four`: for summable $V$, the energy is at least $-\frac14(\sum_j|V_j|)^2N$.

Setting $N=1$ gives the normalised versions. Energies are in units of the hopping amplitude and are measured from the bottom of the free band.

In physical terms this is a lower bound on the energy of a single, non-interacting electron in a one-dimensional tight-binding chain with uniform nearest-neighbour hopping. It also applies to the three-point finite-difference Schrödinger equation on a uniform one-dimensional grid with zero boundary values, since such a state extends by zero to all of $\mathbb Z$. For a particle of mass $m$ and grid spacing $h$, the hopping amplitude, in whose units the energy and the $V_j$ are measured, is then $\hbar^2/(2mh^2)$. A periodic ring is different: the constant state there has $T=0$ and nonzero density.

The step left to the reader is from real to complex amplitudes. $N$, $T$ and the potential energy of a complex state are each the sum of the values for its real and imaginary parts, so adding the two real inequalities gives the complex form of both energy bounds. For the density bound, adding gives $|u_k|^2\le\sqrt{N_1}\sqrt{T_1}+\sqrt{N_2}\sqrt{T_2}$, where the subscripts 1 and 2 mark the real and imaginary parts, and the right-hand side is at most $\sqrt N\sqrt T$ by the Cauchy–Schwarz inequality.

```lean
import Mathlib

namespace LatticeEnergyBound

noncomputable section

/-- Squared norm `∑ u_j²` of a square-summable real lattice state. -/
def totalDensity (u : ℤ → ℝ) : ℝ := ∑' j, u j ^ 2

/-- Kinetic energy `∑ (u_{j+1} - u_j)²` of a square-summable real lattice state. -/
def kinetic (u : ℤ → ℝ) : ℝ := ∑' j, (u (j + 1) - u j) ^ 2

/-- Kinetic energy plus `∑ V_j u_j²`, for square-summable `u` and summable `V`. -/
def energy (V u : ℤ → ℝ) : ℝ := kinetic u + ∑' j, V j * u j ^ 2

/-- Total strength of the attractive part of a summable potential. -/
def wellStrength (V : ℤ → ℝ) : ℝ := ∑' j, max (-V j) 0


/-- The increments of a summable sequence, counted positively to the left of site `k`
and negatively to its right, add up to twice the value at `k`. -/
theorem hasSum_two_sided (g : ℤ → ℝ) (hg : Summable g) (k : ℤ) :
    HasSum (fun j => (if j + 1 ≤ k then (1 : ℝ) else -1) * (g (j + 1) - g j)) (2 * g k) := by
  obtain ⟨G, hGd⟩ : ∃ G : ℤ → ℝ, ∀ j, G j = (if j ≤ k then (1 : ℝ) else -1) * g j :=
    ⟨fun j => (if j ≤ k then (1 : ℝ) else -1) * g j, fun _ => rfl⟩
  have hG : Summable G := by
    refine Summable.of_norm_bounded (g := fun j => |g j|) hg.abs (fun j => ?_)
    rw [hGd, Real.norm_eq_abs, abs_mul]
    split_ifs <;> simp
  -- the signed sequence and its shift have the same sum
  have hG' : HasSum (fun j => G (j + 1)) (∑' j, G j) :=
    ((Equiv.addRight (1 : ℤ)).hasSum_iff (f := G)).mpr hG.hasSum
  have h := (hG'.sub hG.hasSum).add (hasSum_ite_eq k (2 * g k))
  rw [sub_self, zero_add] at h
  have e : (fun j => (if j + 1 ≤ k then (1 : ℝ) else -1) * (g (j + 1) - g j)) =
      fun j => G (j + 1) - G j + if j = k then 2 * g k else 0 := by
    funext j
    rw [hGd, hGd]
    rcases lt_trichotomy j k with hj | hj | hj
    · simp only [if_pos (show j + 1 ≤ k by omega), if_pos hj.le, if_neg hj.ne]
      ring
    · simp only [hj, if_neg (show ¬ k + 1 ≤ k by omega), le_refl, if_true]
      ring
    · simp only [if_neg (show ¬ j + 1 ≤ k by omega), if_neg (not_le_of_gt hj),
        if_neg hj.ne']
      ring
  rw [e]
  exact h

/-- For a square-summable state and real weights `a`, `b`, the density at a site is
controlled by the kinetic energy `T` and `4N - T`, with `N` the total density. -/
theorem weighted_density_bound (u : ℤ → ℝ) (hu : Summable fun j => u j ^ 2) (k : ℤ)
    (a b : ℝ) : 4 * a * b * u k ^ 2 ≤
      a ^ 2 * kinetic u + b ^ 2 * (4 * totalDensity u - kinetic u) := by
  have h0 : HasSum (fun j => u j ^ 2) (totalDensity u) := hu.hasSum
  have h1 : HasSum (fun j => u (j + 1) ^ 2) (totalDensity u) :=
    ((Equiv.addRight (1 : ℤ)).hasSum_iff (f := fun j => u j ^ 2)).mpr h0
  have hS := (h1.mul_left 2).add (h0.mul_left 2)
  have hT : HasSum (fun j => (u (j + 1) - u j) ^ 2) (kinetic u) :=
    (Summable.of_nonneg_of_le (fun j => sq_nonneg _)
      (fun j => by linarith [sq_nonneg (u (j + 1) + u j)]) hS.summable).hasSum
  -- term by term, the difference of the two sides is a perfect square
  have h := hasSum_le (fun j => ?_)
    ((hasSum_two_sided (fun j => u j ^ 2) hu k).mul_left (2 * a * b))
    ((hT.mul_left (a ^ 2)).add ((hS.sub hT).mul_left (b ^ 2)))
  · linarith
  · split_ifs
    · exact sub_nonneg.mp ((sq_nonneg
        (a * (u (j + 1) - u j) - b * (u (j + 1) + u j))).trans_eq (by ring))
    · exact sub_nonneg.mp ((sq_nonneg
        (a * (u (j + 1) - u j) + b * (u (j + 1) + u j))).trans_eq (by ring))

/-- The density of a square-summable state at any site is at most the `ℓ²` norm of the
state times the `ℓ²` norm of its lattice gradient. -/
theorem density_le_norm_mul_gradient (u : ℤ → ℝ) (hu : Summable fun j => u j ^ 2) (k : ℤ) :
    u k ^ 2 ≤ √(totalDensity u) * √(kinetic u) := by
  have h := discrim_le_zero (a := kinetic u) (b := -4 * u k ^ 2)
    (c := 4 * totalDensity u - kinetic u)
    (fun x => by linarith [weighted_density_bound u hu k x 1])
  unfold discrim at h
  have hN : 0 ≤ totalDensity u := tsum_nonneg fun j => sq_nonneg (u j)
  rw [← Real.sqrt_mul hN]
  apply Real.le_sqrt_of_sq_le
  linarith [sq_nonneg (kinetic u)]

/-- For a square-summable state, `S` times the density at any site is at most
`T + (√(4 + S²) - 2) N`, with `T` the kinetic energy and `N` the total density. -/
theorem point_well_bound (u : ℤ → ℝ) (hu : Summable fun j => u j ^ 2) (S : ℝ) (k : ℤ) :
    S * u k ^ 2 ≤ kinetic u + (√(4 + S ^ 2) - 2) * totalDensity u := by
  have hR2 : √(4 + S ^ 2) ^ 2 = 4 + S ^ 2 := Real.sq_sqrt (by positivity)
  have hR0 : 0 ≤ √(4 + S ^ 2) := Real.sqrt_nonneg _
  generalize √(4 + S ^ 2) = R at hR2 hR0 ⊢
  have h := weighted_density_bound u hu k (R + 2) S
  rw [show S ^ 2 = R ^ 2 - 4 by linarith] at h
  refine le_of_mul_le_mul_left ?_ (show 0 < R + 2 by linarith)
  linarith

/-- The attractive part of a summable potential is summable. -/
theorem summable_attractive (V : ℤ → ℝ) (hV : Summable V) :
    Summable fun j => max (-V j) 0 :=
  Summable.of_nonneg_of_le (fun j => le_max_right (-V j) 0)
    (fun j => max_le (neg_le_abs (V j)) (abs_nonneg (V j))) hV.abs

/-- In a summable potential whose attractive part has total strength `S`, the energy of a
square-summable state is at least `2 - √(4 + S²)` times its total density. -/
theorem energy_lower_bound (V u : ℤ → ℝ) (hV : Summable V)
    (hu : Summable fun j => u j ^ 2) :
    (2 - √(4 + wellStrength V ^ 2)) * totalDensity u ≤ energy V u := by
  have hw := summable_attractive V hV
  have hb := point_well_bound u hu (wellStrength V)
  have hS0 : 0 ≤ wellStrength V := tsum_nonneg fun j => le_max_right _ _
  have hVu : Summable fun j => V j * u j ^ 2 := by
    refine Summable.of_norm_bounded (g := fun j => totalDensity u * |V j|)
      (hV.abs.mul_left _) (fun j => ?_)
    rw [Real.norm_eq_abs, abs_mul, abs_of_nonneg (sq_nonneg (u j)), mul_comm]
    exact mul_le_mul_of_nonneg_right (hu.le_tsum j fun i _ => sq_nonneg _) (abs_nonneg _)
  unfold energy
  generalize hC : kinetic u + (√(4 + wellStrength V ^ 2) - 2) * totalDensity u = C at hb
  suffices h : -C ≤ ∑' j, V j * u j ^ 2 by linarith
  rcases hS0.eq_or_lt with hS | hS
  · -- no attraction: the potential energy is nonnegative
    have hC0 := hb 0
    rw [← hS, zero_mul] at hC0
    have hP : 0 ≤ ∑' j, V j * u j ^ 2 := tsum_nonneg fun j => by
      have h1 : max (-V j) 0 ≤ wellStrength V := hw.le_tsum j fun i _ => le_max_right _ _
      have h2 := le_max_left (-V j) 0
      exact mul_nonneg (by linarith) (sq_nonneg _)
    linarith
  · -- average the one-site bound over the attractive part
    have h := hasSum_le (fun j => ?_) (hw.hasSum.mul_left (-(C / wellStrength V))) hVu.hasSum
    · have e : -(C / wellStrength V) * (∑' j, max (-V j) 0) = -C := by
        change -(C / wellStrength V) * wellStrength V = -C
        rw [neg_mul, div_mul_cancel₀ _ hS.ne']
      linarith
    · have h1 : u j ^ 2 ≤ C / wellStrength V := by
        rw [le_div_iff₀ hS]
        linarith [hb j]
      have h2 := mul_le_mul_of_nonneg_left h1 (le_max_right (-V j) 0)
      have h3 := mul_le_mul_of_nonneg_right (le_max_left (-V j) 0) (sq_nonneg (u j))
      linarith

/-- In a summable potential, the energy of a square-summable state is at least
`-(∑ |V_j|)² / 4` times its total density. -/
theorem energy_ge_neg_sq_div_four (V u : ℤ → ℝ) (hV : Summable V)
    (hu : Summable fun j => u j ^ 2) :
    -(∑' j, |V j|) ^ 2 / 4 * totalDensity u ≤ energy V u := by
  have hSA : wellStrength V ≤ ∑' j, |V j| := (summable_attractive V hV).tsum_le_tsum
    (fun j => max_le (neg_le_abs _) (abs_nonneg _)) hV.abs
  have hS0 : 0 ≤ wellStrength V := tsum_nonneg fun j => le_max_right _ _
  have hsq := pow_le_pow_left₀ hS0 hSA 2
  have hR : √(4 + wellStrength V ^ 2) ≤ 2 + (∑' j, |V j|) ^ 2 / 4 :=
    Real.sqrt_le_iff.mpr ⟨by positivity, by linarith [sq_nonneg ((∑' j, |V j|) ^ 2)]⟩
  refine le_trans (mul_le_mul_of_nonneg_right ?_ (tsum_nonneg fun j => sq_nonneg (u j)))
    (energy_lower_bound V u hV hu)
  linarith


end

end LatticeEnergyBound
```

### Where each step sits in the code

`hasSum_two_sided` is the telescoping, for any summable sequence $g$; it is later used with $g_j=u_j^2$. It avoids limits at infinity. The proof defines $G_j=g_j$ for $j\le k$ and $G_j=-g_j$ for $j>k$. A shift by one site doesn't change the sum of $G$, so the differences $G_{j+1}-G_j$ add up to zero. They agree with the signed increments of $g$ except at $j=k$, where the signed increment is larger by $2g_k$. The three cases of `lt_trichotomy` check this for $j<k$, $j=k$ and $j>k$.

`weighted_density_bound` is inequality (1). In its proof, `hS` sums $2u_{j+1}^2+2u_j^2$ to $4N$ (written as $2N+2N$), and `hT` establishes that the kinetic sum converges, by comparison with that series. Their difference is the series of $s_j^2$. `hasSum_le` then compares the two sides bond by bond, and the two branches of `split_ifs` supply the perfect squares for $\sigma_j=1$ and $\sigma_j=-1$.

`density_le_norm_mul_gradient` passes the quadratic in $a$ to `discrim_le_zero`. The last `linarith` drops the term $-T^2/4$.

`point_well_bound` is inequality (2), stated for any real number $S$, not only for the strength of a well. The proof replaces the square root by a variable `R` that is known only to satisfy $R\ge0$ and $R^2=4+S^2$, inserts the weights $R+2$ and $S$, and cancels the positive factor $R+2$.

`summable_attractive` shows that $\sum_jw_j$ converges, because $0\le w_j\le|V_j|$. In `energy_lower_bound`, `hVu` gives the convergence of the potential energy from $u_j^2\le N$. The proof then splits into $S=0$ and $S>0$ as above. In the second case `h1` is $u_j^2\le C/S$, while `h2` and `h3` multiply the inequalities by $w_j$ and $u_j^2$ to give the termwise estimate that `hasSum_le` sums.

`energy_ge_neg_sq_div_four` compares $S$ with $\sum_j|V_j|$ in `hSA`. The estimate of the square root by $2+A^2/4$ is `hR`, and multiplying by $N\ge0$ finishes the proof.

```lean
#print axioms LatticeEnergyBound.density_le_norm_mul_gradient
#print axioms LatticeEnergyBound.energy_lower_bound
#print axioms LatticeEnergyBound.energy_ge_neg_sq_div_four
```

```
'LatticeEnergyBound.density_le_norm_mul_gradient' depends on axioms: [propext, Classical.choice, Quot.sound]
'LatticeEnergyBound.energy_lower_bound' depends on axioms: [propext, Classical.choice, Quot.sound]
'LatticeEnergyBound.energy_ge_neg_sq_div_four' depends on axioms: [propext, Classical.choice, Quot.sound]
```
